# A self-adjoint operator on a finite-dimensional real inner product space has a basis of eigenvectors

On a finite-dimensional real vector space, let a symmetric, positive definite bilinear form `B` play the part of the overlap between state vectors. The theorem says that a linear operator `T` which is self-adjoint for this form, `B (T x) y = B x (T y)`, has a basis of eigenvectors with real eigenvalues. It does not assert that these eigenvectors are normalised or mutually orthogonal. The proof makes `B` the inner product of the space, reads the hypothesis on `T` as symmetry, and takes the basis and eigenvalues from Mathlib's spectral theorem.

As first written in Lean, the proof fails:

```lean
import Mathlib

open Matrix Filter Topology

namespace ExistsEigenbasis

/-- A linear map that is self-adjoint for a symmetric positive definite form on a
finite-dimensional real space has a basis of eigenvectors. -/
theorem exists_eigenbasis {V : Type*} [AddCommGroup V] [Module ℝ V] [FiniteDimensional ℝ V]
    (B : V →ₗ[ℝ] V →ₗ[ℝ] ℝ) (hs : ∀ x y, B x y = B y x) (hp : ∀ x, x ≠ 0 → 0 < B x x)
    (T : V →ₗ[ℝ] V) (hT : ∀ x y, B (T x) y = B x (T y)) :
    ∃ (b : Module.Basis (Fin (Module.finrank ℝ V)) ℝ V)
      (μ : Fin (Module.finrank ℝ V) → ℝ), ∀ i, T (b i) = μ i • b i := by
  -- the form serves as the inner product of the spectral theorem
  let c : InnerProductSpace.Core ℝ V :=
    { inner := fun x y => B x y
      conj_inner_symm := fun x y => by
        change (starRingEnd ℝ) (B y x) = B x y
        rw [conj_trivial, hs]
      re_inner_nonneg := fun x => by
        change 0 ≤ B x x
        by_cases hx : x = 0
        · simp [hx]
        · exact (hp x hx).le
      add_left := fun x y z => by
        change B (x + y) z = B x z + B y z
        simp
      smul_left := fun x y r => by
        change B (r • x) y = (starRingEnd ℝ) r * B x y
        simp
      definite := fun x h => by
        by_contra hx
        exact (hp x hx).ne' h }
  letI : NormedAddCommGroup V := c.toNormedAddCommGroup
  letI : InnerProductSpace ℝ V := InnerProductSpace.ofCore c
  have hS : T.IsSymmetric := fun x y => hT x y
  exact ⟨(hS.eigenvectorBasis rfl).toBasis, hS.eigenvalues rfl,
    fun i => by simpa using hS.apply_eigenvectorBasis rfl i⟩

end ExistsEigenbasis
```

Lean reports:

```
Main.lean:34:2: warning: Try this: 
  letI̵

The goal is a proposition, so `let` is preferred over `letI`.
The difference between `let` and `letI` is that `letI` inlines the value.
But this is not relevant for proofs because of proof irrelevance.

Note: This linter can be disabled with `set_option linter.style.haveILetI false`
Main.lean:35:59: error: Application type mismatch: The argument
  c
has type
  InnerProductSpace.Core ℝ V
but is expected to have type
  PreInnerProductSpace.Core ?m.208 ?m.209
in the application
  InnerProductSpace.ofCore c
```

As a diff, the version that Lean accepts:

```diff
@@ -15,26 +15,18 @@
   let c : InnerProductSpace.Core ℝ V :=
     { inner := fun x y => B x y
-      conj_inner_symm := fun x y => by
-        change (starRingEnd ℝ) (B y x) = B x y
-        rw [conj_trivial, hs]
+      conj_inner_symm := fun x y => (conj_trivial _).trans (hs y x)
       re_inner_nonneg := fun x => by
         change 0 ≤ B x x
-        by_cases hx : x = 0
-        · simp [hx]
-        · exact (hp x hx).le
-      add_left := fun x y z => by
-        change B (x + y) z = B x z + B y z
-        simp
+        obtain rfl | hx := eq_or_ne x 0
+        exacts [by simp, (hp x hx).le]
+      add_left := fun x y z => LinearMap.map_add₂ B x y z
       smul_left := fun x y r => by
         change B (r • x) y = (starRingEnd ℝ) r * B x y
         simp
-      definite := fun x h => by
-        by_contra hx
-        exact (hp x hx).ne' h }
-  letI : NormedAddCommGroup V := c.toNormedAddCommGroup
-  letI : InnerProductSpace ℝ V := InnerProductSpace.ofCore c
+      definite := fun x h => by_contra fun hx => (hp x hx).ne' h }
+  let : NormedAddCommGroup V := c.toNormedAddCommGroup
+  let : InnerProductSpace ℝ V := InnerProductSpace.ofCore c.toCore
   have hS : T.IsSymmetric := fun x y => hT x y
-  exact ⟨(hS.eigenvectorBasis rfl).toBasis, hS.eigenvalues rfl,
-    fun i => by simpa using hS.apply_eigenvectorBasis rfl i⟩
+  exact ⟨(hS.eigenvectorBasis rfl).toBasis, hS.eigenvalues rfl, fun i => by simp⟩
 
 end ExistsEigenbasis
```

The error is a type mismatch. `InnerProductSpace.ofCore` expects a `PreInnerProductSpace.Core`, but `c` is an `InnerProductSpace.Core`, the richer structure that also contains the field `definite`. Lean does not convert one to the other here, so the application is rejected. The repair passes `c.toCore`, the part of `c` that has the expected type. Definiteness is still used, since the norm comes from `c.toNormedAddCommGroup`.

The other message is only a style warning: the goal is a proposition, so `let` is preferred to `letI`. The repair makes that change in both declarations.

The remaining changes are tidying. The proofs of four fields of `c` are shortened, and the final eigenvector equation is left to `simp` alone, without citing `hS.apply_eigenvectorBasis`. No message reports a fault in the older versions of these steps.
